# Least energy of an odd number of spinless fermions on a Hückel ring with flux

A magnetic field through an aromatic ring such as benzene shifts the π-electron levels, some up and some down. Does the ground-state energy rise or fall? In the non-interacting Hückel model with equal sites and equal bonds, for one spin species with an odd number m of electrons on L > m sites, it lies above its zero-flux value for every nonzero flux of magnitude up to half the flux quantum h/e. This is the diamagnetic sign of the ring's response.

## Levels and configurations

```lean
import Mathlib

open Real Finset

namespace HueckelRingFlux

noncomputable section
```

In what follows, `ℕ` denotes the natural numbers and `ℝ` the reals. A `Finset ℕ` is a finite set of natural numbers, here orbital labels, and `range L` is {0, ..., L−1}.

```lean
/-- Orbital energy number `k` of a ring of `L ≥ 1` sites threaded by the flux phase `φ`,
in units of the hopping strength. -/
def level (L : ℕ) (φ : ℝ) (k : ℕ) : ℝ := -2 * Real.cos ((2 * π * k + φ) / L)
```

The level with label k is

ε_k = −2 cos((2πk + φ)/L),

measured from the common site energy, in units of the hopping strength. The flux phase is φ = 2πΦ/Φ₀, with Φ the flux and Φ₀ = h/e. This formula is the model's starting point. Its link to the molecule is the hopping equation −ψ_{j+1} − ψ_{j−1} = Eψ_j with ψ_{j+L} = e^{iφ}ψ_j, solved by plane waves; that step is assumed here.

```lean
/-- The orbital labels `0, ..., r` and `L - r, ..., L - 1`. -/
def shell (L r : ℕ) : Finset ℕ := range (r + 1) ∪ Ico (L - r) L
```

These are the orbitals to be filled: momentum zero and r pairs ±1, ..., ±r, with −j stored as L−j. The name `shell` means the whole filled set, not one degenerate level.

```lean
/-- The energy `-2 cos(π (2r+1) / L)`, for `L ≥ 1`, used to separate filled from empty levels. -/
def fermi (L r : ℕ) : ℝ := -2 * Real.cos (π * ((2 * r + 1 : ℕ) : ℝ) / L)
```

The reference energy is F = −2 cos(π(2r+1)/L). Despite the name `fermi`, it need not be a level of the ring.

```lean
/-- Total energies of `m` spinless fermions placed in distinct orbitals of the ring
of `L ≥ 1` sites. -/
def energies (L m : ℕ) (φ : ℝ) : Set ℝ :=
  {E | ∃ S : Finset ℕ, S ⊆ range L ∧ S.card = m ∧ ∑ k ∈ S, level L φ k = E}
```

A number E belongs to `energies L m φ` if some set S of m different labels below L has total energy E. Different labels may have equal energies. Spin is absent; a closed shell of 2m electrons, with both spins filling the same orbitals, has twice the energy.

## Separating filled from empty levels

```lean
lemma cos_div_le {L a b : ℝ} (hL : 0 < L) (h : |a| ≤ b) (hb : b ≤ π * L) :
    Real.cos (b / L) ≤ Real.cos (a / L) := by
  rw [← Real.cos_abs (a / L), abs_div, abs_of_pos hL]
  exact Real.cos_le_cos_of_nonneg_of_le_pi (by positivity) ((div_le_iff₀ hL).2 hb) (by gcongr)
```

If |a| ≤ b ≤ πL, then cos(b/L) ≤ cos(a/L), because cosine is even and decreases on [0, π].

```lean
/-- For `2r+1 < L` and `|φ| ≤ π`, every level of the shell lies at or below `fermi L r`. -/
theorem level_le_fermi {L r k : ℕ} {φ : ℝ} (hr : 2 * r + 1 < L) (hφ : |φ| ≤ π)
    (hk : k ∈ shell L r) : level L φ k ≤ fermi L r := by
  have hL : (0 : ℝ) < L := by exact_mod_cast (by omega : 0 < L)
  have hrL : ((2 * r + 1 : ℕ) : ℝ) ≤ L := by exact_mod_cast hr.le
  have hb := mul_le_mul_of_nonneg_left hrL pi_pos.le
  obtain ⟨h1, h2⟩ := abs_le.1 hφ
  unfold level fermi
  simp only [shell, mem_union, mem_range, mem_Ico] at hk
  rcases hk with hk | hk
  · have hk' : (k : ℝ) ≤ r := by exact_mod_cast (by omega : k ≤ r)
    have p1 := mul_le_mul_of_nonneg_left hk' pi_pos.le
    have p2 : 0 ≤ π * (k : ℝ) := by positivity
    have := cos_div_le (a := 2 * π * k + φ) hL
      (abs_le.2 ⟨by push_cast; nlinarith, by push_cast; nlinarith⟩) hb
    linarith
  · -- labels near `L` are negative momenta, by periodicity
    have hk1 : (L : ℝ) ≤ k + r := by exact_mod_cast (by omega : L ≤ k + r)
    have hk2 : (k : ℝ) ≤ L := by exact_mod_cast hk.2.le
    have p1 := mul_le_mul_of_nonneg_left hk1 pi_pos.le
    have p2 := mul_le_mul_of_nonneg_left hk2 pi_pos.le
    have p3 : 0 ≤ π * (r : ℝ) := by positivity
    have := cos_div_le (a := 2 * π * (k - L) + φ) hL
      (abs_le.2 ⟨by push_cast; nlinarith, by push_cast; nlinarith⟩) hb
    have e : (2 * π * k + φ) / L = (2 * π * (k - L) + φ) / L + 2 * π := by
      field_simp
      ring
    rw [e, Real.cos_add_two_pi]
    linarith
```

Shell levels satisfy ε_k ≤ F. For k ≤ r,

|2πk + φ| ≤ 2πr + π = π(2r+1),

and the cosine lemma applies. For k ≥ L−r, replace k by k−L, which shifts the angle by 2π and gives the same bound. `rcases` splits these two cases, and `nlinarith` checks the bounds.

```lean
/-- For `2r+1 < L` and `|φ| ≤ π`, every level outside the shell lies at or above `fermi L r`. -/
theorem fermi_le_level {L r k : ℕ} {φ : ℝ} (hr : 2 * r + 1 < L) (hφ : |φ| ≤ π)
    (hkL : k < L) (hk : k ∉ shell L r) : fermi L r ≤ level L φ k := by
  have hL : (0 : ℝ) < L := by exact_mod_cast (by omega : 0 < L)
  obtain ⟨h1, h2⟩ := abs_le.1 hφ
  simp only [shell, mem_union, mem_range, mem_Ico] at hk
  have hk1 : (r : ℝ) + 1 ≤ k := by exact_mod_cast (by omega : r + 1 ≤ k)
  have hk2 : (k : ℝ) + r + 1 ≤ L := by exact_mod_cast (by omega : k + r + 1 ≤ L)
  have p1 := mul_le_mul_of_nonneg_left hk1 pi_pos.le
  have p2 := mul_le_mul_of_nonneg_left hk2 pi_pos.le
  have p3 : 0 ≤ π * ((2 * r + 1 : ℕ) : ℝ) := by positivity
  -- measure angles from the top of the band
  have := cos_div_le (a := 2 * π * k + φ - π * L) (b := π * L - π * ((2 * r + 1 : ℕ) : ℝ)) hL
    (abs_le.2 ⟨by push_cast; nlinarith, by push_cast; nlinarith⟩) (by linarith)
  rw [sub_div, sub_div, mul_div_cancel_right₀ _ hL.ne', Real.cos_pi_sub, Real.cos_sub_pi] at this
  unfold level fermi
  linarith
```

All other levels satisfy ε_k ≥ F. Here r+1 ≤ k ≤ L−r−1, so

π(2r+1) ≤ 2πk + φ ≤ 2πL − π(2r+1).

The angle therefore lies within π − π(2r+1)/L of π, the top of the band, and its cosine is at most cos(π(2r+1)/L).

```lean
/-- For `2r+1 < L` and `|φ| ≤ π`, with energies measured from `fermi L r`, no set of occupied
orbitals, of whatever size, has a lower total energy than the shell. -/
theorem aufbau {L r : ℕ} {φ : ℝ} (hr : 2 * r + 1 < L) (hφ : |φ| ≤ π) {S : Finset ℕ}
    (hS : S ⊆ range L) :
    ∑ k ∈ shell L r, (level L φ k - fermi L r) ≤ ∑ k ∈ S, (level L φ k - fermi L r) := by
  rw [← sum_filter_add_sum_filter_not (shell L r) (fun k => k ∈ S),
    ← sum_filter_add_sum_filter_not S (fun k => k ∈ shell L r)]
  have e : (shell L r).filter (fun k => k ∈ S) = S.filter (fun k => k ∈ shell L r) := by
    ext k; simp only [mem_filter]; exact and_comm
  rw [e]
  have h1 : ∑ k ∈ (shell L r).filter (fun k => ¬ k ∈ S), (level L φ k - fermi L r) ≤ 0 :=
    sum_nonpos fun k hk => sub_nonpos.2 (level_le_fermi hr hφ (mem_filter.1 hk).1)
  have h2 : 0 ≤ ∑ k ∈ S.filter (fun k => ¬ k ∈ shell L r), (level L φ k - fermi L r) :=
    sum_nonneg fun k hk => sub_nonneg.2 (fermi_le_level hr hφ
      (mem_range.1 (hS (mem_filter.1 hk).1)) (mem_filter.1 hk).2)
  linarith
```

Compare the shell with any set S, measuring energies from F. Orbitals in both contribute equally. Those only in the shell contribute at most 0, those only in S at least 0. Hence

Σ_shell (ε_k − F) ≤ Σ_S (ε_k − F).

The first `rw` splits both sums accordingly, `e` identifies the shared orbitals, and `h1` and `h2` are the sign statements.

## The energy of the filled set

```lean
lemma shell_disjoint {L r : ℕ} (hr : 2 * r + 1 < L) :
    Disjoint (range (r + 1)) (Ico (L - r) L) := by
  rw [disjoint_left]
  intro k h1 h2
  rw [mem_range] at h1
  rw [mem_Ico] at h2
  omega
```

The two label ranges of the shell do not overlap when 2r+1 < L.

```lean
lemma shell_subset {L r : ℕ} (hr : 2 * r + 1 < L) : shell L r ⊆ range L := by
  intro k hk
  simp only [shell, mem_union, mem_range, mem_Ico] at hk ⊢
  omega
```

All shell labels lie below L.

```lean
lemma shell_card {L r : ℕ} (hr : 2 * r + 1 < L) : (shell L r).card = 2 * r + 1 := by
  rw [card_eq_sum_ones, shell, sum_union (shell_disjoint hr)]
  simp only [sum_const, smul_eq_mul, mul_one, card_range, Nat.card_Ico]
  omega
```

The shell contains exactly 2r+1 orbitals.

```lean
lemma sin_pos_ring {L m : ℕ} (hm : 0 < m) (hmL : m < L) : 0 < Real.sin (π * m / L) := by
  have hL : (0 : ℝ) < L := by exact_mod_cast hm.trans hmL
  have hm' : (0 : ℝ) < m := by exact_mod_cast hm
  have h : (m : ℝ) < L := by exact_mod_cast hmL
  exact Real.sin_pos_of_pos_of_lt_pi (by positivity)
    ((div_lt_iff₀ hL).2 (mul_lt_mul_of_pos_left h pi_pos))
```

For 0 < m < L the angle πm/L lies strictly between 0 and π, so its sine is positive.

```lean
lemma sum_shell {L r : ℕ} (φ : ℝ) (hr : 2 * r + 1 < L) :
    ∑ k ∈ shell L r, level L φ k =
      -2 * Real.cos (φ / L) * Real.sin (π * ((2 * r + 1 : ℕ) : ℝ) / L) / Real.sin (π / L) := by
  have hL : (L : ℝ) ≠ 0 := by exact_mod_cast (by omega : L ≠ 0)
  have hs : 0 < Real.sin (π / L) := by
    simpa using sin_pos_ring (L := L) (m := 1) one_pos (by omega)
  rw [shell, sum_union (shell_disjoint hr), eq_div_iff hs.ne']
  induction r with
  | zero => simp [level]
  | succ r ih =>
    have ih := ih (by omega)
    -- the next pair of orbitals has momenta `a` and `-a`
    obtain ⟨a, ha⟩ : ∃ a : ℝ, a = 2 * π * (r + 1) / L := ⟨_, rfl⟩
    have h1 : level L φ (r + 1) = -2 * Real.cos (φ / L + a) := by
      rw [level, ha]; congr 2; push_cast; ring
    have h2 : level L φ (L - (r + 1)) = -2 * Real.cos (φ / L - a) := by
      rw [level, Nat.cast_sub (by omega), ← Real.cos_add_two_pi (φ / L - a), ha]
      congr 2
      push_cast
      field_simp
      ring
    have h3 : π * ((2 * (r + 1) + 1 : ℕ) : ℝ) / L = a + π / L := by
      rw [ha]; push_cast; ring
    have h4 : π * ((2 * r + 1 : ℕ) : ℝ) / L = a - π / L := by
      rw [ha]; push_cast; ring
    rw [h4, Real.sin_sub] at ih
    rw [sum_range_succ, sum_eq_sum_Ico_succ_bot (show L - (r + 1) < L by omega),
      show L - (r + 1) + 1 = L - r by omega, h1, h2, h3, Real.sin_add, Real.cos_add,
      Real.cos_sub]
    linear_combination ih
```

With m = 2r+1, the shell energy is

−2 cos(φ/L) sin(πm/L)/sin(π/L).

The proof is by induction on r. For r = 0 both sides are −2 cos(φ/L). The next pair, with a = 2π(r+1)/L, adds

−2 cos(φ/L + a) − 2 cos(φ/L − a) = −4 cos(φ/L) cos a.

The formula grows by the same amount, since

sin(a + π/L) − sin(a − π/L) = 2 cos a sin(π/L).

In Lean, `h1` to `h4` identify these angles, and `linear_combination ih` closes the algebra.

## The minimum and its rise with flux

```lean
/-- For odd `m < L` and `|φ| ≤ π`, the least total energy of `m` spinless fermions on the ring
is `-2 cos(φ/L) sin(π m/L) / sin(π/L)`. -/
theorem ground_energy {L m : ℕ} {φ : ℝ} (hm : Odd m) (hmL : m < L) (hφ : |φ| ≤ π) :
    IsLeast (energies L m φ)
      (-2 * Real.cos (φ / L) * Real.sin (π * m / L) / Real.sin (π / L)) := by
  obtain ⟨r, rfl⟩ := hm
  refine ⟨⟨shell L r, shell_subset hmL, shell_card hmL, sum_shell φ hmL⟩, ?_⟩
  rintro E ⟨S, hS, hc, rfl⟩
  have h := aufbau hmL hφ hS
  simp only [sum_sub_distrib, sum_const, nsmul_eq_mul] at h
  rw [hc, shell_card hmL, sum_shell φ hmL] at h
  linarith
```

`IsLeast` says that the value belongs to the set and that no member is smaller. The shell attains it. For any S with m orbitals, the comparison above subtracts mF on both sides; cancelling it leaves E_shell ≤ E_S.

```lean
/-- For odd `m < L`, a flux phase with `0 < |φ| ≤ π` strictly raises the least energy of
`m` spinless fermions on the ring above its value at zero flux. -/
theorem flux_raises_energy {L m : ℕ} {φ E₀ E : ℝ} (hm : Odd m) (hmL : m < L)
    (hφ0 : φ ≠ 0) (hφ : |φ| ≤ π) (h₀ : IsLeast (energies L m 0) E₀)
    (h : IsLeast (energies L m φ) E) : E₀ < E := by
  have e0 := h₀.unique (ground_energy hm hmL (by rw [abs_zero]; exact pi_pos.le))
  have e1 := h.unique (ground_energy hm hmL hφ)
  rw [zero_div, Real.cos_zero] at e0
  have hL1 : (1 : ℝ) ≤ L := by exact_mod_cast (by omega : 1 ≤ L)
  have hL : (0 : ℝ) < L := by linarith
  have hs : 0 < Real.sin (π / L) := by
    simpa using sin_pos_ring (L := L) (m := 1) one_pos (by have := hm.pos; omega)
  have hq := div_pos (sin_pos_ring hm.pos hmL) hs
  obtain ⟨b1, b2⟩ := abs_le.1 hφ
  have p := mul_le_mul_of_nonneg_left hL1 pi_pos.le
  have hcos : Real.cos (φ / L) < 1 := by
    refine lt_of_le_of_ne (Real.cos_le_one _) fun hc => ?_
    have hz := (Real.cos_eq_one_iff_of_lt_of_lt
      ((lt_div_iff₀ hL).2 (by nlinarith [pi_pos]))
      ((div_lt_iff₀ hL).2 (by nlinarith [pi_pos]))).1 hc
    exact div_ne_zero hφ0 hL.ne' hz
  have hlt := mul_lt_mul_of_pos_right hcos hq
  have e : ∀ c : ℝ, -2 * c * Real.sin (π * m / L) / Real.sin (π / L)
      = -2 * (c * (Real.sin (π * m / L) / Real.sin (π / L))) := by
    intro c; ring
  rw [e0, e1, e, e]
  linarith


end

end HueckelRingFlux
```

`E₀` and `E` are the least energies at zero flux and at φ. By the formula,

E − E₀ = 2(1 − cos(φ/L)) sin(πm/L)/sin(π/L).

Both sines are positive, and 0 < |φ|/L ≤ π gives cos(φ/L) < 1, so E₀ < E. The proof establishes these two facts as `hq` and `hcos`, then multiplies them.

```lean
#print axioms HueckelRingFlux.flux_raises_energy
```

```
'HueckelRingFlux.flux_raises_energy' depends on axioms: [propext, Classical.choice, Quot.sound]
```
